# The energies of weak cosine modulations at two wave numbers fix e″(n₀) and C(n₀) in a gradient-corrected functional

Take a density functional with energy density $e(n)+C(n)\,n'^2$, for a density that varies in one direction. To find its gradient coefficient $C$ at a density $n_0$, one can impose a weak cosine modulation on the uniform gas, compute the energy change per period, divide by the squared amplitude, and repeat at a second wave number. At wave number $q$ the small-amplitude limit is

$$\frac{\pi}{2q}\left(e''(n_0)+2C(n_0)q^2\right).$$

Two wave numbers therefore determine both $e''(n_0)$ and $C(n_0)$. The proof below assumes that $e$ is twice continuously differentiable at $n_0$ and that $C$ is continuous near $n_0$.

## The modulated gas and its energy

```lean
import Mathlib

open Filter Topology MeasureTheory
open scoped Real

namespace GradientExpansionKernel

noncomputable section
```

These lines load the mathematics library Mathlib and make the notation for limits, integrals and $\pi$ available. In what follows, `def` introduces a quantity. A `theorem` lists its hypotheses, then after a colon its claim, and after `:=` its proof.

```lean
/-- The uniform density `n0` with a cosine modulation of amplitude `h` and wave number `q`. -/
def density (n0 q h x : ℝ) : ℝ := n0 + h * Real.cos (q * x)
```

This is the profile $n(x)=n_0+h\cos(qx)$, with amplitude $h$ and wave number $q$. All four arguments are real numbers.

```lean
/-- The energy of the modulated density relative to the uniform one, over one period `2π/q` (for
`q > 0`), with local energy density `e` and gradient coefficient `C`. -/
def excessEnergy (e C : ℝ → ℝ) (n0 q h : ℝ) : ℝ :=
  ∫ x in (0 : ℝ)..(2 * π / q),
    (e (density n0 q h x) - e n0 + C (density n0 q h x) * deriv (density n0 q h) x ^ 2)
```

In ordinary notation,

$$E(h)=\int_0^{2\pi/q}\left[e(n(x))-e(n_0)+C(n(x))\,n'(x)^2\right]dx .$$

The type `ℝ → ℝ` says that `e` and `C` are functions of the local density, and `deriv (density n0 q h) x` is $n'(x)$. For a three-dimensional gas modulated along $x$, this is an energy per unit area. The form of the functional is assumed: there are no higher gradients, no nonlocal terms and no separate electrostatic energy.

```lean
/-- The gradient of the modulated density is `-h q sin(qx)`. -/
theorem hasDerivAt_density (n0 q h x : ℝ) :
    HasDerivAt (density n0 q h) (-(h * q * Real.sin (q * x))) x := by
  have h1 : HasDerivAt (fun y : ℝ => q * y) q x := by
    simpa using (hasDerivAt_id' x).const_mul q
  have h2 := (h1.cos.const_mul h).const_add n0
  exact h2.congr_deriv (by ring)
```

`HasDerivAt f f' x` means that $f$ has derivative $f'$ at $x$. The claim is $n'(x)=-hq\sin(qx)$. The proof is the chain rule: `h1` differentiates $qx$, `h2` passes to the cosine, multiplies by $h$ and adds the constant $n_0$, and `ring` tidies the algebra.

## Coefficients evaluated on a nearly uniform density

```lean
/-- Let `G` be continuous near `n0` and `w` continuous. Along a weakly modulated density `G w` is
integrable, and its integral tends to `G n0` times that of `w` as the modulation vanishes. -/
theorem tendsto_weighted {G w : ℝ → ℝ} {n0 : ℝ} (q L : ℝ)
    (hG : ∀ᶠ y in 𝓝 n0, ContinuousAt G y) (hw : Continuous w) :
    (∀ᶠ h in 𝓝 (0 : ℝ),
      IntervalIntegrable (fun x => G (density n0 q h x) * w x) volume 0 L) ∧
    Tendsto (fun h => ∫ x in (0 : ℝ)..L, G (density n0 q h x) * w x) (𝓝 0)
      (𝓝 (G n0 * ∫ x in (0 : ℝ)..L, w x)) := by
  have hb := hG.self_of_nhds.tendsto.abs.eventually_lt_const (lt_add_one |G n0|)
  obtain ⟨δ, hδ, H⟩ := Metric.eventually_nhds_iff.1 (hG.and hb)
  -- a weak modulation stays close to `n0` everywhere
  have near : ∀ᶠ h in 𝓝 (0 : ℝ), ∀ x, ContinuousAt G (density n0 q h x) ∧
      |G (density n0 q h x)| < |G n0| + 1 := by
    filter_upwards [Metric.ball_mem_nhds (0 : ℝ) hδ] with h hh x
    refine H (lt_of_le_of_lt ?_ (mem_ball_zero_iff.1 hh))
    rw [density, Real.dist_eq, add_sub_cancel_left, abs_mul]
    exact mul_le_of_le_one_right (abs_nonneg h) (Real.abs_cos_le_one _)
  have cont : ∀ᶠ h in 𝓝 (0 : ℝ), Continuous fun x => G (density n0 q h x) * w x := by
    filter_upwards [near] with h hh
    have h1 : Continuous fun x => G (density n0 q h x) :=
      continuous_iff_continuousAt.2 fun x => ContinuousAt.comp (g := G) (f := density n0 q h)
        (hh x).1 (hasDerivAt_density n0 q h x).continuousAt
    exact h1.mul hw
  refine ⟨cont.mono fun h hh => hh.intervalIntegrable 0 L, ?_⟩
  rw [← intervalIntegral.integral_const_mul]
  -- dominated convergence
  refine intervalIntegral.tendsto_integral_filter_of_dominated_convergence
    (fun x => (|G n0| + 1) * |w x|) (cont.mono fun h hh => hh.aestronglyMeasurable) ?_
    ((continuous_const.mul hw.abs).intervalIntegrable _ _) ?_
  · filter_upwards [near] with h hh
    refine Eventually.of_forall fun x _ => ?_
    rw [Real.norm_eq_abs, abs_mul]
    exact mul_le_mul_of_nonneg_right (hh x).2.le (abs_nonneg _)
  · refine Eventually.of_forall fun x _ => ?_
    have hc : Continuous fun h => density n0 q h x := by unfold density; fun_prop
    have hd : Tendsto (fun h => density n0 q h x) (𝓝 0) (𝓝 n0) := by
      simpa [density] using hc.tendsto 0
    exact (hG.self_of_nhds.tendsto.comp hd).mul_const (w x)
```

Read `∀ᶠ h in 𝓝 0` as "for all $h$ close enough to 0", and `Tendsto f (𝓝 0) (𝓝 a)` as "$f(h)\to a$ when $h\to0$". If $G$ is continuous near $n_0$ and $w$ is continuous, then $G(n(x))\,w(x)$ is integrable for small $h$, and

$$\int_0^L G(n(x))\,w(x)\,dx\;\to\;G(n_0)\int_0^L w(x)\,dx .$$

By hand: since $|n(x)-n_0|=|h\cos(qx)|\le|h|$, a small amplitude keeps the whole profile in a neighbourhood of $n_0$ where $G$ is continuous and $|G|<|G(n_0)|+1$. This is `near`, and `cont` deduces that the integrand is continuous. The integrand is thus bounded by $(|G(n_0)|+1)\,|w(x)|$, which does not depend on $h$. At each fixed $x$ it tends to $G(n_0)\,w(x)$. Dominated convergence then moves the limit inside the integral.

## A Taylor expansion with a continuous coefficient

```lean
/-- A local energy density twice continuously differentiable at `n0` has a second-order expansion
whose quadratic coefficient `G` is continuous near `n0` and equals `e''(n0)/2` there. -/
theorem taylor_coefficient {e : ℝ → ℝ} {n0 : ℝ} (he : ContDiffAt ℝ 2 e n0) :
    ∃ G : ℝ → ℝ, (∀ᶠ y in 𝓝 n0, ContinuousAt G y) ∧ G n0 = deriv (deriv e) n0 / 2 ∧
      ∀ y, e y = e n0 + deriv e n0 * (y - n0) + G y * (y - n0) ^ 2 := by
  have h1 : ∀ᶠ y in 𝓝 n0, HasDerivAt e (deriv e y) y := by
    filter_upwards [he.eventually (by simp)] with y hy
    exact (hy.differentiableAt (by norm_num)).hasDerivAt
  have h2 : DifferentiableAt ℝ (deriv e) n0 :=
    ((he.fderiv_right (m := 1) one_add_one_eq_two.le).differentiableAt
      (by norm_num)).clm_apply (differentiableAt_const (1 : ℝ))
  have h3 := h2.hasDerivAt
  set d := deriv e n0
  set k := deriv (deriv e) n0
  let R : ℝ → ℝ := fun y => e y - e n0 - d * (y - n0) - k / 2 * ((y - n0) * (y - n0))
  have R0 : R n0 = 0 := by simp [R]
  refine ⟨fun y => k / 2 + R y / (y - n0) ^ 2, ?_, by simp, fun y => ?_⟩
  · filter_upwards [h1] with y hy
    by_cases hyn : y = n0
    · rw [hyn, Metric.continuousAt_iff]
      intro ε hε
      obtain ⟨δ, hδ, H⟩ := Metric.eventually_nhds_iff.1
        (h1.and ((hasDerivAt_iff_isLittleO.1 h3).def (half_pos hε)))
      refine ⟨δ, hδ, fun z hz => ?_⟩
      -- mean value inequality for the remainder `R`
      have hb := Convex.norm_image_sub_le_of_norm_hasDerivWithin_le
        (f := R) (f' := fun x => deriv e x - d - k * (x - n0)) (C := ε / 2 * |z - n0|)
        (s := Metric.closedBall n0 |z - n0|) (x := n0) (y := z)
        (fun x hx => by
          have hl := (hasDerivAt_id' x).sub_const n0
          have hx' := (H (lt_of_le_of_lt (Metric.mem_closedBall.1 hx) hz)).1
          have hf := ((hx'.sub_const (e n0)).fun_sub (hl.const_mul d)).fun_sub
            ((hl.fun_mul hl).const_mul (k / 2))
          exact (hf.congr_deriv (by ring)).hasDerivWithinAt)
        (fun x hx => by
          have hx' := (H (lt_of_le_of_lt (Metric.mem_closedBall.1 hx) hz)).2
          have hxz : |x - n0| ≤ |z - n0| := Metric.mem_closedBall.1 hx
          rw [smul_eq_mul, mul_comm (x - n0) k, Real.norm_eq_abs (x - n0)] at hx'
          exact hx'.trans (mul_le_mul_of_nonneg_left hxz (half_pos hε).le))
        (convex_closedBall _ _) (Metric.mem_closedBall_self (abs_nonneg _))
        (Metric.mem_closedBall.2 le_rfl)
      rw [R0, sub_zero, Real.norm_eq_abs, Real.norm_eq_abs, mul_assoc, abs_mul_abs_self,
        ← sq (z - n0)] at hb
      have hd : |R z / (z - n0) ^ 2| ≤ ε / 2 := by
        rw [abs_div, abs_of_nonneg (sq_nonneg (z - n0))]
        exact div_le_of_le_mul₀ (sq_nonneg _) (half_pos hε).le hb
      simp only [Real.dist_eq, R0, zero_div, add_zero, add_sub_cancel_left]
      exact hd.trans_lt (half_lt_self hε)
    · have hc := hy.continuousAt
      have hR : ContinuousAt R y := by
        dsimp only [R]
        fun_prop
      exact continuousAt_const.add
        (hR.div (by fun_prop) (pow_ne_zero 2 (sub_ne_zero.2 hyn)))
  · by_cases hy : y = n0
    · simp [hy]
    · beta_reduce
      rw [add_mul, div_mul_cancel₀ _ (pow_ne_zero 2 (sub_ne_zero.2 hy))]
      dsimp only [R]
      ring
```

`ContDiffAt ℝ 2 e n0` says that $e$ is twice continuously differentiable at $n_0$. The conclusion is that some function $G$, continuous near $n_0$ and with $G(n_0)=e''(n_0)/2$, satisfies for every $y$

$$e(y)=e(n_0)+e'(n_0)(y-n_0)+G(y)(y-n_0)^2 .$$

Write $d=e'(n_0)$ and $k=e''(n_0)$, and define the remainder

$$R(y)=e(y)-e(n_0)-d(y-n_0)-\tfrac k2(y-n_0)^2 .$$

For $y\ne n_0$ the expansion forces $G(y)=k/2+R(y)/(y-n_0)^2$, which is continuous wherever $e$ is. At $y=n_0$ Lean evaluates $0/0$ as $0$, so the same formula gives the required value $k/2$.

It remains to show continuity at $n_0$. The derivative of the remainder is $R'(x)=e'(x)-d-k(x-n_0)$. Because $e'$ has derivative $k$ at $n_0$, for any $\varepsilon>0$ we have $|R'(x)|\le\frac\varepsilon2|x-n_0|$ close to $n_0$. For $z$ in that region, the mean value inequality on the interval of radius $|z-n_0|$ about $n_0$ gives, since $R(n_0)=0$,

$$|R(z)|\le\tfrac\varepsilon2\,|z-n_0|^2 .$$

Hence $|G(z)-k/2|\le\varepsilon/2<\varepsilon$. In the code, `hb` is the mean value inequality and `hd` is the bound after division.

## Averages over one period

```lean
/-- Over one period `2π/q`, `q > 0`, the integral of `cos(qx)` vanishes, and those of its square
and of `sin²(qx)` are both `π/q`. -/
theorem period_integrals {q : ℝ} (hq : 0 < q) :
    (∫ x in (0 : ℝ)..(2 * π / q), Real.cos (q * x)) = 0 ∧
    (∫ x in (0 : ℝ)..(2 * π / q), Real.cos (q * x) ^ 2) = π / q ∧
    (∫ x in (0 : ℝ)..(2 * π / q), Real.sin (q * x) ^ 2) = π / q := by
  have key (f : ℝ → ℝ) : (∫ x in (0 : ℝ)..(2 * π / q), f (q * x)) =
      (∫ x in (0 : ℝ)..(2 * π), f x) / q := by
    rw [intervalIntegral.integral_comp_mul_left f hq.ne', mul_zero,
      mul_div_cancel₀ _ hq.ne', smul_eq_mul, inv_mul_eq_div]
  refine ⟨(key Real.cos).trans (by simp), (key fun y => Real.cos y ^ 2).trans ?_,
    (key fun y => Real.sin y ^ 2).trans ?_⟩
  · simp only [integral_cos_sq]
    simp
  · simp only [integral_sin_sq]
    simp
```

The substitution $y=qx$, called `key`, gives

$$\int_0^{2\pi/q}f(qx)\,dx=\frac1q\int_0^{2\pi}f(y)\,dy .$$

Over $[0,2\pi]$ the cosine integrates to zero. Since $\cos^2y=\frac12(1+\cos2y)$ and $\sin^2y=\frac12(1-\cos2y)$, both squares integrate to $\pi$. The three period integrals are therefore $0$, $\pi/q$ and $\pi/q$.

## The quadratic energy

```lean
/-- For `e` twice continuously differentiable at `n0`, `C` continuous near `n0` and `q > 0`, the
excess energy per period divided by `h²` tends to `(π/(2q)) (e''(n0) + 2 C(n0) q²)` as the
amplitude `h` tends to zero. -/
theorem tendsto_excessEnergy {e C : ℝ → ℝ} {n0 q : ℝ} (he : ContDiffAt ℝ 2 e n0)
    (hC : ∀ᶠ y in 𝓝 n0, ContinuousAt C y) (hq : 0 < q) :
    Tendsto (fun h => excessEnergy e C n0 q h / h ^ 2) (𝓝[≠] 0)
      (𝓝 (π / (2 * q) * (deriv (deriv e) n0 + 2 * C n0 * q ^ 2))) := by
  obtain ⟨G, hG, hG0, hT⟩ := taylor_coefficient he
  obtain ⟨c1, c2, s2⟩ := period_integrals hq
  have wc : Continuous fun x : ℝ => Real.cos (q * x) ^ 2 := by fun_prop
  have ws : Continuous fun x : ℝ => q ^ 2 * Real.sin (q * x) ^ 2 := by fun_prop
  obtain ⟨iG, lG⟩ := tendsto_weighted q (2 * π / q) hG wc
  obtain ⟨iC, lC⟩ := tendsto_weighted q (2 * π / q) hC ws
  have hlim := (lG.add lC).mono_left (nhdsWithin_le_nhds (s := {0}ᶜ))
  rw [intervalIntegral.integral_const_mul, c2, s2, hG0] at hlim
  have hv : deriv (deriv e) n0 / 2 * (π / q) + C n0 * (q ^ 2 * (π / q)) =
      π / (2 * q) * (deriv (deriv e) n0 + 2 * C n0 * q ^ 2) := by ring
  rw [hv] at hlim
  refine hlim.congr' ?_
  filter_upwards [self_mem_nhdsWithin, nhdsWithin_le_nhds iG, nhdsWithin_le_nhds iC]
    with h hh i2 i3
  have hh' : h ≠ 0 := hh
  -- the integrand splits into a linear term and two quadratic terms
  have hE : excessEnergy e C n0 q h = ∫ x in (0 : ℝ)..(2 * π / q),
      (deriv e n0 * h * Real.cos (q * x) + h ^ 2 * (G (density n0 q h x) * Real.cos (q * x) ^ 2
        + C (density n0 q h x) * (q ^ 2 * Real.sin (q * x) ^ 2))) := by
    apply intervalIntegral.integral_congr
    intro x _
    have t := hT (density n0 q h x)
    have hs : density n0 q h x - n0 = h * Real.cos (q * x) := by unfold density; ring
    rw [hs] at t
    simp only [(hasDerivAt_density n0 q h x).deriv]
    linear_combination t
  have i1 : IntervalIntegrable (fun x => deriv e n0 * h * Real.cos (q * x)) volume 0
      (2 * π / q) := Continuous.intervalIntegrable (by fun_prop) _ _
  -- the linear term averages to zero
  rw [hE, intervalIntegral.integral_add i1 ((i2.add i3).const_mul (h ^ 2)),
    intervalIntegral.integral_const_mul, intervalIntegral.integral_const_mul,
    intervalIntegral.integral_add i2 i3, c1, mul_zero, zero_add,
    mul_div_cancel_left₀ _ (pow_ne_zero 2 hh')]
```

The symbol `𝓝[≠] 0` means that $h$ tends to zero through nonzero values, so the theorem states

$$\lim_{h\to0}\frac{E(h)}{h^2}=\frac{\pi}{2q}\left(e''(n_0)+2C(n_0)q^2\right).$$

To derive it, put $n-n_0=h\cos(qx)$ into the Taylor expansion and $n'=-hq\sin(qx)$ into the gradient term. The integrand becomes

$$e'(n_0)\,h\cos(qx)+h^2\left[G(n)\cos^2(qx)+C(n)\,q^2\sin^2(qx)\right].$$

This is `hE`. The linear term integrates to zero. Dividing by $h^2$ leaves two weighted integrals, whose limits follow from `tendsto_weighted`:

$$\frac{e''(n_0)}2\,\frac\pi q+C(n_0)\,q^2\,\frac\pi q
=\frac{\pi}{2q}\left(e''(n_0)+2C(n_0)q^2\right).$$

The code obtains this limit first, as `hlim`, and then shows that $E(h)/h^2$ equals the two integrals for all small nonzero $h$. The theorem gives the limit without an error estimate at finite amplitude.

The link to response theory comes from writing the second-order energy as $\frac12\iint K(x-x')\,\delta n(x)\,\delta n(x')\,dx\,dx'$. For $\delta n=h\cos(qx)$ this is $\frac{\pi}{2q}K(q)h^2$ per period, with $K(q)$ the Fourier transform of $K$. Comparison gives $K(q)=e''(n_0)+2C(n_0)q^2$. If $e$ and $C$ model the exchange-correlation energy, this is the static exchange-correlation kernel of that model.

Continuity of $C$ at $n_0$ matters. Take $e=0$, and let $C(n_0)=1$ but $C(n)=0$ for every other $n$. For $h\neq0$ the profile equals $n_0$ only at isolated points, so $E(h)=0$ and the limit is $0$. The formula would give $\pi q$.

## Two wave numbers give both coefficients

```lean
/-- Let `e` be twice continuously differentiable at `n0` and `C` continuous near `n0`. If the excess
energy per period divided by `h²` tends to `(π/(2q)) (a + b q²)` as the amplitude `h` tends to zero,
at each of two distinct positive wave numbers `q`, then `a = e''(n0)` and `b = 2 C(n0)`. -/
theorem kernel_identifies_coefficients {e C : ℝ → ℝ} {n0 q₁ q₂ a b : ℝ}
    (he : ContDiffAt ℝ 2 e n0) (hC : ∀ᶠ y in 𝓝 n0, ContinuousAt C y)
    (h₁ : 0 < q₁) (h₂ : 0 < q₂) (hne : q₁ ≠ q₂)
    (hl : ∀ q, q = q₁ ∨ q = q₂ → Tendsto (fun h => excessEnergy e C n0 q h / h ^ 2) (𝓝[≠] 0)
      (𝓝 (π / (2 * q) * (a + b * q ^ 2)))) :
    a = deriv (deriv e) n0 ∧ b = 2 * C n0 := by
  have E (q : ℝ) (hq : 0 < q) (h : q = q₁ ∨ q = q₂) :
      a + b * q ^ 2 = deriv (deriv e) n0 + 2 * C n0 * q ^ 2 := by
    have p : π / (2 * q) ≠ 0 := by positivity
    exact mul_left_cancel₀ p (tendsto_nhds_unique (hl q h) (tendsto_excessEnergy he hC hq))
  have E₁ := E q₁ h₁ (Or.inl rfl)
  have E₂ := E q₂ h₂ (Or.inr rfl)
  have hs : (q₁ - q₂) * (q₁ + q₂) ≠ 0 :=
    mul_ne_zero (sub_ne_zero.2 hne) (add_pos h₁ h₂).ne'
  have hb : b = 2 * C n0 := mul_right_cancel₀ hs (by linear_combination E₁ - E₂)
  exact ⟨by linear_combination E₁ - q₁ ^ 2 * hb, hb⟩

end

end GradientExpansionKernel
```

The hypothesis `hl` says that at each of two distinct positive wave numbers $q_1,q_2$ the measured limit has the form $\frac{\pi}{2q}(a+bq^2)$, with the same $a$ and $b$. The conclusion is $a=e''(n_0)$ and $b=2C(n_0)$.

A limit is unique, so the previous theorem and cancellation of $\pi/(2q)$ give, for $i=1,2$,

$$a+bq_i^2=e''(n_0)+2C(n_0)q_i^2 .$$

This is `E`. Subtracting the two equations yields

$$\left(b-2C(n_0)\right)(q_1-q_2)(q_1+q_2)=0 .$$

The last two factors are nonzero, since the wave numbers are distinct and positive. Hence $b=2C(n_0)$, and either equation then gives $a=e''(n_0)$.

For a numerical instance, take $e(n)=n^4$, $C(n)=n$ and $n_0=1$, so that $e''(1)=12$ and $C(1)=1$. Expanding the fourth power and integrating gives

$$\frac{E(h)}{h^2}=\frac1q\left(6\pi+\frac{3\pi}{4}h^2\right)+\pi q .$$

At $q=1$ the limit is $7\pi\approx21.991$, while $h=0.1$ gives about $22.015$. At $q=2$ the limit is $5\pi$. Multiplying the limits by $2q/\pi$ gives $14$ and $20$. The slope in $q^2$ is $(20-14)/(4-1)=2=2C(1)$, and the intercept is $14-2=12=e''(1)$.

```lean
#print axioms GradientExpansionKernel.kernel_identifies_coefficients
```

```
'GradientExpansionKernel.kernel_identifies_coefficients' depends on axioms: [propext, Classical.choice, Quot.sound]
```
